# A triangular taper keeps density-matrix occupations between 0 and 1 on a finite chain

Put one electron in the orbital (1, 1, 1)/√3, spread evenly and with equal signs over three sites, numbered 0, 1, 2. Its density matrix has P_ij = 1/3 everywhere. Deleting the two corner entries, which connect sites at distance 2, leaves (rows separated by semicolons)

(1/3) · [1 1 0; 1 1 1; 0 1 1].

In the normalised state (1, −1, 1)/√3 this matrix has expectation value −1/9, a negative occupation.

Now remove the same entries differently. Restrict P to each of the windows {0}, {0,1}, {1,2}, {2}, add the four results and divide by 2. Each site lies in two windows, neighbours share one, and the end sites share none:

(1/3) · [1 1/2 0; 1/2 1 1/2; 0 1/2 1].

The corners are gone, but every term in the sum was positive semidefinite, so the result is too. The same argument works for any chain length n and any integer range R ≥ 1. For a one-particle density matrix in an orthonormal basis with one orbital per site, it gives a banded approximation with valid occupations and the right electron number.

## Sites, distances and the two ways to truncate

```lean
import Mathlib

open Matrix
open scoped ComplexOrder

namespace TaperedDensityCutoff

noncomputable section
```

The file loads Mathlib, Lean's mathematical library. Opening `ComplexOrder` gives 0 ≤ z a meaning for complex z: z is real and nonnegative.

```lean
/-- The distance between two sites of a chain, in units of the lattice spacing. -/
def siteDistance {n : ℕ} (i j : Fin n) : ℝ := |((i : ℕ) : ℝ) - ((j : ℕ) : ℝ)|
```

`Fin n` is the type of site labels 0, …, n−1. The distance is |i − j| as a real number, with open ends and unit spacing.

```lean
/-- The triangular taper of range `R` on a chain of `n` sites. -/
def triangularTaper (n R : ℕ) : Matrix (Fin n) (Fin n) ℝ :=
  Matrix.of fun i j => max 0 (1 - siteDistance i j / R)
```

This is the taper, a real n × n matrix:

T_ij = max(0, 1 − |i−j|/R).

```lean
/-- The density matrix `P` with each entry multiplied by the triangular taper. -/
def taperDensity {n : ℕ} (R : ℕ) (P : Matrix (Fin n) (Fin n) ℂ) : Matrix (Fin n) (Fin n) ℂ :=
  Matrix.of fun i j => (triangularTaper n R i j : ℂ) * P i j
```

`taperDensity R P` is the entrywise product (T∘P)_ij = T_ij P_ij. The matrix P is complex, so complex orbitals are allowed.

```lean
/-- The density matrix `P` with all entries at distance `R` or more set to zero. -/
def sharpCutoff {n : ℕ} (R : ℕ) (P : Matrix (Fin n) (Fin n) ℂ) : Matrix (Fin n) (Fin n) ℂ :=
  Matrix.of fun i j => if (R : ℝ) ≤ siteDistance i j then 0 else P i j
```

The sharp cutoff keeps P_ij unchanged for |i−j| < R and sets it to zero otherwise.

## Counting shared windows

```lean
/-- The indicator that site `i` lies in the window of `R` consecutive sites ending at `k`. -/
def window (R k i : ℕ) : ℝ := if i ≤ k ∧ k < i + R then 1 else 0
```

Write w_k(i) for `window R k i`. It is 1 when i ≤ k < i + R, that is, when site i is among the R consecutive positions ending at k, and 0 otherwise. Windows may overhang the ends of the chain, so that end sites are covered as often as the others.

```lean
/-- The diagonal projector onto the sites in the window ending at `k`. -/
def windowProjector (n R k : ℕ) : Matrix (Fin n) (Fin n) ℂ :=
  Matrix.diagonal fun i => (window R k i : ℂ)
```

D_k is the diagonal matrix with entries w_k(i). It projects onto the sites in window k.

```lean
/-- The number of windows that contain both sites `a` and `b`. -/
theorem window_overlap (n R a b : ℕ) (ha : a < n) :
    ∑ k ∈ Finset.range (n + R), window R k a * window R k b
      = ((min a b + R - max a b : ℕ) : ℝ) := by
  have h : ∀ k, window R k a * window R k b
      = if k ∈ Finset.Ico (max a b) (min a b + R) then (1 : ℝ) else 0 := by
    intro k
    unfold window
    simp only [Finset.mem_Ico]
    split_ifs <;> first | (exfalso; omega) | norm_num
  have hs : Finset.range (n + R) ∩ Finset.Ico (max a b) (min a b + R)
      = Finset.Ico (max a b) (min a b + R) := by
    ext k
    simp only [Finset.mem_inter, Finset.mem_range, Finset.mem_Ico]
    omega
  rw [Finset.sum_congr rfl (fun k _ => h k), Finset.sum_ite_mem, hs, Finset.sum_const,
    Nat.card_Ico, nsmul_eq_mul, mul_one]
```

A window contains both a and b exactly when max(a,b) ≤ k < min(a,b) + R. Counting the allowed k gives

Σ_k w_k(a) w_k(b) = min(a,b) + R − max(a,b),

where subtraction of natural numbers in Lean stops at zero, as a count should. The hypothesis `ha : a < n` ensures that the sum over k < n + R reaches every such window. In the proof, `h` rewrites the product as membership in an interval, `hs` checks that the interval lies inside the summation range, and the last lines count its elements.

```lean
/-- Each taper entry is the number of windows shared by the two sites, divided by `R`. -/
theorem triangularTaper_eq_overlap {n R : ℕ} (hR : 1 ≤ R) (i j : Fin n) :
    triangularTaper n R i j
      = (R : ℝ)⁻¹ * ∑ k ∈ Finset.range (n + R), window R k i * window R k j := by
  have hR' : (0 : ℝ) < R := by exact_mod_cast hR
  have hdist : ∀ a b : ℕ, ∃ d : ℕ, |(a : ℝ) - (b : ℝ)| = d ∧
      min a b + R - max a b = R - d := by
    intro a b
    rcases le_total a b with h | h
    · obtain ⟨d, rfl⟩ := Nat.exists_eq_add_of_le h
      refine ⟨d, ?_, by omega⟩
      rw [Nat.cast_add, show (a : ℝ) - (a + d) = -d by ring, abs_neg, Nat.abs_cast]
    · obtain ⟨d, rfl⟩ := Nat.exists_eq_add_of_le h
      refine ⟨d, ?_, by omega⟩
      rw [Nat.cast_add, show (b : ℝ) + d - b = d by ring, Nat.abs_cast]
  obtain ⟨d, hd, hc⟩ := hdist i j
  rw [window_overlap n R i j i.isLt, hc]
  simp only [triangularTaper, siteDistance, Matrix.of_apply]
  rw [hd]
  -- inside the range the overlap is R - d, outside it is zero
  rcases le_total d R with h | h
  · have h' : (d : ℝ) ≤ R := by exact_mod_cast h
    rw [Nat.cast_sub h, max_eq_right (sub_nonneg.2 ((div_le_one hR').2 h'))]
    field_simp
  · have h' : (R : ℝ) ≤ d := by exact_mod_cast h
    rw [Nat.sub_eq_zero_of_le h, max_eq_left (sub_nonpos.2 ((one_le_div hR').2 h'))]
    simp
```

With d = |i−j|, the count is R − d for d ≤ R and 0 beyond. Dividing by R gives

T_ij = (1/R) Σ_k w_k(i) w_k(j).

The proof first extracts d as a natural number, treating the two orderings of the sites separately, and then compares both sides inside and outside the range.

## Positivity of the taper

```lean
/-- The triangular taper of range `R ≥ 1` is positive semidefinite, has unit diagonal, and
vanishes exactly between sites at distance `R` or more. -/
theorem triangularTaper_posSemidef_banded (n : ℕ) {R : ℕ} (hR : 1 ≤ R) :
    (triangularTaper n R).PosSemidef ∧ (∀ i, triangularTaper n R i i = 1) ∧
      ∀ i j, triangularTaper n R i j = 0 ↔ (R : ℝ) ≤ siteDistance i j := by
  have hR' : (0 : ℝ) < R := by exact_mod_cast hR
  refine ⟨?_, fun i => by simp [triangularTaper, siteDistance], fun i j => ?_⟩
  · -- the taper is a positive multiple of a Gram matrix of windows
    let W : Matrix (Fin (n + R)) (Fin n) ℝ := Matrix.of fun k i => window R k i
    have hW : triangularTaper n R = (R : ℝ)⁻¹ • (Wᴴ * W) := by
      ext i j
      rw [triangularTaper_eq_overlap hR, Finset.sum_range]
      simp [W, Matrix.mul_apply]
    rw [hW]
    exact (Matrix.posSemidef_conjTranspose_mul_self W).smul (inv_nonneg.2 hR'.le)
  · simp only [triangularTaper, Matrix.of_apply]
    rw [max_eq_left_iff, sub_nonpos, one_le_div hR']
```

The hypothesis `hR` says R ≥ 1. The conclusion has three parts joined by `∧`, "and": T is positive semidefinite, its diagonal is 1, and T_ij = 0 if and only if |i−j| ≥ R. `PosSemidef` means Hermitian with a nonnegative quadratic form.

By hand, T is real and symmetric, and for any real vector v

Σ_ij v_i T_ij v_j = (1/R) Σ_k (Σ_i w_k(i) v_i)² ≥ 0.

Lean says the same with matrices: `W` has entries w_k(i), `hW` states T = (1/R) WᴴW, and Mathlib knows that such a product is positive semidefinite. The diagonal follows from |i−i| = 0, and the zeros from 1 − |i−j|/R ≤ 0.

## From the taper to the density matrix

```lean
/-- The tapered density matrix is the sum of the density matrices projected onto each window,
divided by `R`. -/
theorem taperDensity_eq_window_sum {n R : ℕ} (hR : 1 ≤ R) (P : Matrix (Fin n) (Fin n) ℂ) :
    taperDensity R P = (R : ℂ)⁻¹ •
      ∑ k ∈ Finset.range (n + R), windowProjector n R k * P * windowProjector n R k := by
  ext i j
  simp only [taperDensity, windowProjector, Matrix.of_apply, Matrix.smul_apply,
    Matrix.sum_apply, Matrix.mul_diagonal, Matrix.diagonal_mul, smul_eq_mul]
  rw [triangularTaper_eq_overlap hR]
  push_cast
  rw [mul_assoc, Finset.sum_mul]
  congr 1
  exact Finset.sum_congr rfl fun k _ => by ring
```

The entry (i,j) of D_k P D_k is w_k(i) P_ij w_k(j). Summing over k and using the window formula for T gives

T∘P = (1/R) Σ_k D_k P D_k.

This holds for every complex matrix P. The proof compares entries, moves the factor P_ij into the window sum for T_ij, and matches the two sums term by term.

```lean
/-- Tapering a density matrix with `0 ≤ P ≤ 1` keeps both bounds and the trace, and removes
all entries at distance `R` or more. -/
theorem taperDensity_preserves_bounds {n R : ℕ} (hR : 1 ≤ R) (P : Matrix (Fin n) (Fin n) ℂ)
    (h0 : P.PosSemidef) (h1 : (1 - P).PosSemidef) :
    (taperDensity R P).PosSemidef ∧ (1 - taperDensity R P).PosSemidef ∧
      (taperDensity R P).trace = P.trace ∧
      ∀ i j, (R : ℝ) ≤ siteDistance i j → taperDensity R P i j = 0 := by
  obtain ⟨-, hdiag, hband⟩ := triangularTaper_posSemidef_banded n hR
  -- positivity survives in every window, hence in the sum divided by `R`
  have key : ∀ Q : Matrix (Fin n) (Fin n) ℂ, Q.PosSemidef → (taperDensity R Q).PosSemidef := by
    intro Q hQ
    have hc : (0 : ℂ) ≤ (R : ℂ)⁻¹ := by
      have h := Complex.zero_le_real.2 (inv_nonneg.2 (Nat.cast_nonneg (α := ℝ) R))
      rwa [Complex.ofReal_inv, Complex.ofReal_natCast] at h
    rw [taperDensity_eq_window_sum hR]
    refine (Matrix.posSemidef_sum _ fun k _ => ?_).smul hc
    have hD : (windowProjector n R k)ᴴ = windowProjector n R k := by
      unfold windowProjector
      rw [Matrix.diagonal_conjTranspose]
      congr 1
      funext i
      simp
    have h := hQ.conjTranspose_mul_mul_same (windowProjector n R k)
    rwa [hD] at h
  -- the unit diagonal lets the taper pass through the identity
  have hone : 1 - taperDensity R P = taperDensity R (1 - P) := by
    ext i j
    by_cases h : i = j
    · subst h
      simp [taperDensity, hdiag]
    · simp [taperDensity, Matrix.one_apply_ne h]
  refine ⟨key P h0, hone ▸ key _ h1, ?_, fun i j h => ?_⟩
  · simp [Matrix.trace, taperDensity, hdiag]
  · simp [taperDensity, (hband i j).2 h]
```

The hypotheses `h0` and `h1` say that P and 1 − P are positive semidefinite, so every occupation lies between 0 and 1. These are occupations per spin orbital. P need not be a projector; fractional occupations are allowed.

For any positive semidefinite Q and any complex vector v,

v†(T∘Q)v = (1/R) Σ_k (D_k v)† Q (D_k v) ≥ 0.

This is `key` in the proof. Taking Q = P gives the lower bound. For the upper bound, the unit diagonal of T gives T∘1 = 1, hence

1 − T∘P = T∘(1 − P),

which is `hone`, and `key` applies again with Q = 1 − P. The trace involves only diagonal entries, which are multiplied by 1, so

Tr(T∘P) = Tr P.

The zeros of T supply the band.

## Projectors and the failure of the sharp cutoff

```lean
/-- A Hermitian idempotent density matrix satisfies `0 ≤ P ≤ 1`. -/
theorem projector_bounds {n : ℕ} (P : Matrix (Fin n) (Fin n) ℂ) (hH : Pᴴ = P)
    (hP : P * P = P) : P.PosSemidef ∧ (1 - P).PosSemidef := by
  constructor
  · have h := Matrix.posSemidef_conjTranspose_mul_self P
    rwa [hH, hP] at h
  · have h := Matrix.posSemidef_conjTranspose_mul_self (1 - P)
    have e : (1 - P) * (1 - P) = 1 - P := by
      linear_combination (norm := noncomm_ring) hP
    rwa [Matrix.conjTranspose_sub, Matrix.conjTranspose_one, hH, e] at h
```

A Slater determinant has a Hermitian, idempotent one-particle density matrix. For such a P,

P = P†P and 1 − P = (1 − P)†(1 − P),

the second because (1 − P)² = 1 − 2P + P² = 1 − P. Both are therefore positive semidefinite, so the tapering theorem applies to them. The two halves of the proof are these two identities.

```lean
/-- The density matrix of one orbital spread evenly over three sites. -/
def uniformProjector : Matrix (Fin 3) (Fin 3) ℂ := Matrix.of fun _ _ => 1 / 3
```

This is the density matrix from the opening, with all nine entries equal to 1/3.

```lean
/-- The evenly spread orbital on three sites has `0 ≤ P ≤ 1`, but its sharp cutoff at
distance two is not positive semidefinite. -/
theorem sharpCutoff_fails_witness :
    uniformProjector.PosSemidef ∧ (1 - uniformProjector).PosSemidef ∧
      ¬ (sharpCutoff 2 uniformProjector).PosSemidef := by
  have hb := projector_bounds uniformProjector
    (by ext i j; simp [uniformProjector])
    (by ext i j; simp [uniformProjector, Matrix.mul_apply])
  refine ⟨hb.1, hb.2, fun h => ?_⟩
  have hM : sharpCutoff 2 uniformProjector
      = !![1/3, 1/3, 0; 1/3, 1/3, 1/3; 0, 1/3, 1/3] := by
    ext i j
    fin_cases i <;> fin_cases j <;> norm_num [sharpCutoff, siteDistance, uniformProjector]
  -- the alternating vector detects the negative direction
  have hv := h.dotProduct_mulVec_nonneg ![1, -1, 1]
  have e : star ![(1 : ℂ), -1, 1] ⬝ᵥ (sharpCutoff 2 uniformProjector *ᵥ ![1, -1, 1])
      = ((-1 / 3 : ℝ) : ℂ) := by
    rw [hM]
    norm_num [Matrix.mulVec, dotProduct, Fin.sum_univ_succ]
  rw [e] at hv
  have hr := Complex.zero_le_real.1 hv
  norm_num at hr

end

end TaperedDensityCutoff
```

The theorem says that this P satisfies both occupation bounds, while its sharp cutoff at R = 2 is not positive semidefinite (`¬` is "not"). The bounds come from `projector_bounds`. For the failure, `hM` writes out the truncated matrix, and `e` evaluates its quadratic form on the unnormalised vector (1, −1, 1): the three diagonal entries contribute +1 and the four remaining off-diagonal entries −4/3, so

1 − 4/3 = −1/3.

Dividing by the squared norm 3 gives the −1/9 quoted above. The example shows that a sharp cutoff can fail, not that it always does.

```lean
#print axioms TaperedDensityCutoff.taperDensity_preserves_bounds
```

```
'TaperedDensityCutoff.taperDensity_preserves_bounds' depends on axioms: [propext, Classical.choice, Quot.sound]
```

## The taper in a sparse calculation

In a code with sparse storage, the step is a loop over the stored entries: drop those with |i−j| ≥ R and multiply the others by 1 − |i−j|/R. The windows serve only the argument and are never built. The guarantee holds when the stored entries with |i−j| < R are those of a matrix with 0 ≤ P ≤ 1; a matrix already thresholded inside that range need not meet this condition. If the result is passed to the McWeeny purification step 3P² − 2P³, and the products, which widen the band, are formed without truncation, the occupations stay valid, because this polynomial maps the interval [0, 1] into itself. The step does not in general preserve the electron number, however.

The price is accuracy within the band. Nearest-neighbour entries shrink by the factor 1 − 1/R, so the hopping energy of a Hamiltonian with nearest-neighbour hopping shrinks by the same factor, and idempotency is generally lost. In the three-site example, the occupations 1, 0, 0 become approximately 0.57, 0.33 and 0.10. The theorems give no bound on the resulting error in the energy.

## A version for any positive taper

The statement could also have taken T as an arbitrary real positive semidefinite matrix with unit diagonal, instead of fixing the triangular formula. The Schur product theorem, by which entrywise products of positive semidefinite matrices are positive semidefinite, would then replace the window sum. That version would also cover molecules and three-dimensional lattices, again in an orthonormal basis, but the user would have to supply a suitable T and show that it vanishes at long range. On the chain, the explicit formula settles both.
